# A charge in the field of a fixed magnetic monopole moves on a cone

Let r(t) be the position of a particle of mass m, with velocity v and acceleration a. If r never vanishes and

m a = k (v × r)/|r|³

at all times, then the vector

J = m r × v − k r/|r|

is constant, and J·r(t) = −k |r(t)|. For k ≠ 0 the angle between r and J is therefore fixed, with cosine −k/|J|, and the motion lies on a cone about J with its apex at the monopole. The cone shrinks to a ray if m r × v = 0. For m ≠ 0 the particle is then at rest, since radial motion at constant speed would reach the monopole at some past or future time. For k = 0 the equation reads J·r = 0, which is a plane if J ≠ 0.

The constant k stands for the product Qg of electric charge Q and magnetic charge g, in units where the monopole field is B = g r/|r|³ and the magnetic force is Q v × B. The operator analogue of J generates rotations in the quantum mechanics of a charge in a monopole field; the model here is a classical, nonrelativistic point particle with the monopole held at the origin.

In Lean 4 with Mathlib:

```lean
import Mathlib

open Matrix

noncomputable section

namespace MonopoleCone
```

## Length, direction and the equation of motion

Vectors are functions `Fin 3 → ℝ`, with components numbered 0, 1, 2. Mathlib's norm on this type is the maximum norm, so the Euclidean length |x| = √(x·x) is defined separately.

```lean
/-- The Euclidean length of a vector in three-dimensional space. -/
def len (x : Fin 3 → ℝ) : ℝ := √(x ⬝ᵥ x)
```

Dividing by it gives the unit vector x/|x|.

```lean
/-- The unit vector along `x`, for `x ≠ 0`. -/
def unitVec (x : Fin 3 → ℝ) : Fin 3 → ℝ := fun i => x i / len x
```

J is a function of a position x and a velocity u. Its first term is the mechanical angular momentum, and the second points along the radial direction.

```lean
/-- The vector `J = m x × u - k x/|x|` for position `x ≠ 0` and velocity `u`. -/
def totalJ (m k : ℝ) (x u : Fin 3 → ℝ) : Fin 3 → ℝ :=
  m • (x ⨯₃ u) - k • unitVec x
```

The physical assumptions form one structure. The fields `vel` and `acc` say that v is the derivative of r and a that of v, and `eqn` is the equation of motion. All fields hold for every real t, so trajectories that reach the monopole are excluded. The numbers m and k may be any reals. Existence of a solution for given initial data is not addressed.

```lean
/-- A curve `r` that avoids the origin, with velocity `v` and acceleration `a`,
obeys the monopole equation `m a = k (v × r)/|r|³` at all times. -/
structure IsMonopoleMotion (m k : ℝ) (r v a : ℝ → Fin 3 → ℝ) : Prop where
  ne_zero : ∀ t, r t ≠ 0
  vel : ∀ t, HasDerivAt r (v t) t
  acc : ∀ t, HasDerivAt v (a t) t
  eqn : ∀ t, m • a t = (k / len (r t) ^ 3) • (v t ⨯₃ r t)
```

The length satisfies |x|² = x·x, since a sum of squares is nonnegative.

```lean
lemma len_sq (x : Fin 3 → ℝ) : len x ^ 2 = x ⬝ᵥ x :=
  Real.sq_sqrt (Finset.sum_nonneg fun i _ => mul_self_nonneg (x i))
```

Hence |x| ≠ 0 when x ≠ 0.

```lean
lemma len_ne_zero {x : Fin 3 → ℝ} (hx : x ≠ 0) : len x ≠ 0 := by
  intro h
  have h2 := len_sq x
  rw [h, zero_pow two_ne_zero] at h2
  exact hx (dotProduct_self_eq_zero.1 h2.symm)
```

## How the radial direction turns

The product rule for the dot product is

(f·g)′ = f′·g + f·g′,

which is checked by differentiating the three products in the sum.

```lean
lemma hasDerivAt_dot {f g : ℝ → Fin 3 → ℝ} {f' g' : Fin 3 → ℝ} {t : ℝ}
    (hf : HasDerivAt f f' t) (hg : HasDerivAt g g' t) :
    HasDerivAt (fun s => f s ⬝ᵥ g s) (f' ⬝ᵥ g t + f t ⬝ᵥ g') t := by
  have F := hasDerivAt_pi.1 hf
  have G := hasDerivAt_pi.1 hg
  simp only [dotProduct, Fin.sum_univ_three]
  exact ((((F 0).fun_mul (G 0)).fun_add ((F 1).fun_mul (G 1))).fun_add
    ((F 2).fun_mul (G 2))).congr_deriv (by ring)
```

The cross product obeys the same rule, with the order of factors kept:

(f × g)′ = f′ × g + f × g′.

```lean
lemma hasDerivAt_cross {f g : ℝ → Fin 3 → ℝ} {f' g' : Fin 3 → ℝ} {t : ℝ}
    (hf : HasDerivAt f f' t) (hg : HasDerivAt g g' t) :
    HasDerivAt (fun s => f s ⨯₃ g s) (f' ⨯₃ g t + f t ⨯₃ g') t := by
  have F := hasDerivAt_pi.1 hf
  have G := hasDerivAt_pi.1 hg
  refine hasDerivAt_pi.2 fun i => ?_
  match i with
  | 0 =>
    simp only [cross_apply, Pi.add_apply, Matrix.cons_val]
    exact (((F 1).fun_mul (G 2)).fun_sub ((F 2).fun_mul (G 1))).congr_deriv (by ring)
  | 1 =>
    simp only [cross_apply, Pi.add_apply, Matrix.cons_val]
    exact (((F 2).fun_mul (G 0)).fun_sub ((F 0).fun_mul (G 2))).congr_deriv (by ring)
  | 2 =>
    simp only [cross_apply, Pi.add_apply, Matrix.cons_val]
    exact (((F 0).fun_mul (G 1)).fun_sub ((F 1).fun_mul (G 0))).congr_deriv (by ring)
```

The double cross product expands as

x × (u × x) = (x·x) u − (x·u) x = |x|² u − (x·u) x.

The proof compares components and leaves the polynomial identities to `ring`.

```lean
/-- The double cross product `x × (u × x)` equals `|x|² u - (x·u) x`. -/
theorem cross_cross_eq (x u : Fin 3 → ℝ) :
    x ⨯₃ (u ⨯₃ x) = len x ^ 2 • u - (x ⬝ᵥ u) • x := by
  funext i
  match i with
  | 0 | 1 | 2 =>
    simp only [len_sq, cross_apply, dotProduct, Fin.sum_univ_three, Pi.sub_apply,
      Pi.smul_apply, smul_eq_mul, Matrix.cons_val]
    ring
```

Differentiating |r| = √(r·r) gives |r|′ = (r·v)/|r|. The quotient rule then yields

(r/|r|)′ = v/|r| − (r·v) r/|r|³ = (|r|² v − (r·v) r)/|r|³ = r × (v × r)/|r|³.

In the code `hl` is the derivative of the length, and u is the velocity at the instant t.

```lean
/-- Away from the origin, the unit radial vector of a curve with velocity `u`
changes at the rate `r × (u × r)/|r|³`. -/
theorem hasDerivAt_unitVec {r : ℝ → Fin 3 → ℝ} {u : Fin 3 → ℝ} {t : ℝ}
    (hr : HasDerivAt r u t) (h0 : r t ≠ 0) :
    HasDerivAt (fun s => unitVec (r s))
      ((len (r t) ^ 3)⁻¹ • (r t ⨯₃ (u ⨯₃ r t))) t := by
  have hne := len_ne_zero h0
  have hl : HasDerivAt (fun s => len (r s)) ((r t ⬝ᵥ u) / len (r t)) t := by
    refine ((hasDerivAt_dot hr hr).sqrt
      (fun h => h0 (dotProduct_self_eq_zero.1 h))).congr_deriv ?_
    change _ / (2 * len (r t)) = _
    rw [dotProduct_comm u (r t), ← two_mul, mul_div_mul_left _ _ two_ne_zero]
  refine hasDerivAt_pi.2 fun i => ?_
  refine ((hasDerivAt_pi.1 hr i).fun_div hl hne).congr_deriv ?_
  rw [cross_cross_eq]
  simp only [Pi.smul_apply, Pi.sub_apply, smul_eq_mul]
  field_simp
```

## The torque cancels

Because v × v = 0, the angular momentum changes at the rate

(m r × v)′ = m r × a = k r × (v × r)/|r|³.

This is k times the rate just found for r/|r|, so

J′ = k r × (v × r)/|r|³ − k r × (v × r)/|r|³ = 0.

The torque equation is `e` in the proof. A function on the real line with zero derivative everywhere is constant, which gives equality of J at any two times s and t.

```lean
/-- In a monopole motion the vector `J` has the same value at any two times. -/
theorem totalJ_conserved {m k : ℝ} {r v a : ℝ → Fin 3 → ℝ}
    (h : IsMonopoleMotion m k r v a) (s t : ℝ) :
    totalJ m k (r s) (v s) = totalJ m k (r t) (v t) := by
  have hd : ∀ t, HasDerivAt (fun s => totalJ m k (r s) (v s)) 0 t := by
    intro t
    -- the torque equals k times the rate of change of the radial direction
    have e : m • (r t ⨯₃ a t) = (k / len (r t) ^ 3) • (r t ⨯₃ (v t ⨯₃ r t)) := by
      rw [← LinearMap.map_smul, h.eqn, LinearMap.map_smul]
    refine (((hasDerivAt_cross (h.vel t) (h.acc t)).const_smul m).sub
      ((hasDerivAt_unitVec (h.vel t) (h.ne_zero t)).const_smul k)).congr_deriv ?_
    rw [cross_self, zero_add, e, smul_smul, div_eq_mul_inv, sub_self]
  exact is_const_of_deriv_eq_zero (fun t => (hd t).differentiableAt)
    (fun t => (hd t).deriv) s t
```

## The cone equation

The vector r × v is perpendicular to r, so only the second term of J has a radial component:

J·r/|r| = 0 − k (r·r)/|r|² = −k.

This is an algebraic identity for any velocity and needs no equation of motion. In coordinates, the proof uses only that the unit vector has length one, stated as `hq`.

```lean
/-- At a position `x ≠ 0` the component of `J` along the radial direction is `-k`. -/
theorem totalJ_radial (m k : ℝ) {x : Fin 3 → ℝ} (u : Fin 3 → ℝ) (hx : x ≠ 0) :
    totalJ m k x u ⬝ᵥ unitVec x = -k := by
  have hL := len_sq x
  simp only [dotProduct, Fin.sum_univ_three] at hL
  have hq : (len x)⁻¹ ^ 2 * (x 0 * x 0 + x 1 * x 1 + x 2 * x 2) = 1 := by
    rw [← hL, ← mul_pow, inv_mul_cancel₀ (len_ne_zero hx), one_pow]
  simp only [totalJ, unitVec, cross_apply, dotProduct, Fin.sum_univ_three,
    Pi.sub_apply, Pi.smul_apply, smul_eq_mul, Matrix.cons_val, div_eq_mul_inv]
  linear_combination (-k) * hq
```

Multiplication by |r| gives J·r = −k |r|. By conservation, J may be evaluated at a fixed time t₀ while r is taken at any time t. The theorem states both parts: J(t) = J(t₀), and J(t₀)·r(t) = −k |r(t)|.

```lean
/-- In a monopole motion `J` is constant in time, and its value at any one time `t₀`
satisfies the cone equation `J·r(t) = -k |r(t)|` at every time `t`. -/
theorem monopole_cone {m k : ℝ} {r v a : ℝ → Fin 3 → ℝ}
    (h : IsMonopoleMotion m k r v a) (t₀ t : ℝ) :
    totalJ m k (r t) (v t) = totalJ m k (r t₀) (v t₀) ∧
      totalJ m k (r t₀) (v t₀) ⬝ᵥ r t = -k * len (r t) := by
  refine ⟨totalJ_conserved h t t₀, ?_⟩
  have hne := len_ne_zero (h.ne_zero t)
  have hx : len (r t) • unitVec (r t) = r t := by
    funext i
    simp only [Pi.smul_apply, smul_eq_mul, unitVec]
    field_simp
  rw [totalJ_conserved h t₀ t]
  calc totalJ m k (r t) (v t) ⬝ᵥ r t
      = totalJ m k (r t) (v t) ⬝ᵥ (len (r t) • unitVec (r t)) := by rw [hx]
    _ = -k * len (r t) := by
      rw [dotProduct_smul, totalJ_radial m k _ (h.ne_zero t), smul_eq_mul, mul_comm]
```

## Constant speed

The force is proportional to v × r, which is perpendicular to both factors. Thus

m r·a = 0 and m v·a = 0,

and for m ≠ 0 the mass can be divided out.

```lean
/-- For `m ≠ 0` the acceleration in a monopole motion is perpendicular to both the
position and the velocity. -/
theorem acc_perp {m k : ℝ} {r v a : ℝ → Fin 3 → ℝ}
    (h : IsMonopoleMotion m k r v a) (hm : m ≠ 0) (t : ℝ) :
    r t ⬝ᵥ a t = 0 ∧ v t ⬝ᵥ a t = 0 := by
  constructor <;> apply (mul_eq_zero.1 _).resolve_left hm
  · rw [← smul_eq_mul, ← dotProduct_smul, h.eqn, dotProduct_smul, dot_cross_self, smul_zero]
  · rw [← smul_eq_mul, ← dotProduct_smul, h.eqn, dotProduct_smul, dot_self_cross, smul_zero]
```

It follows that (v·v)′ = 2 v·a = 0, so the squared speed is constant. For m = 0 this can fail, since the equation then admits radial motion at varying speed.

```lean
/-- For `m ≠ 0` the squared speed in a monopole motion is the same at any two times. -/
theorem speed_conserved {m k : ℝ} {r v a : ℝ → Fin 3 → ℝ}
    (h : IsMonopoleMotion m k r v a) (hm : m ≠ 0) (s t : ℝ) :
    v s ⬝ᵥ v s = v t ⬝ᵥ v t := by
  have hd : ∀ t, HasDerivAt (fun s => v s ⬝ᵥ v s) 0 t := fun t =>
    (hasDerivAt_dot (h.acc t) (h.acc t)).congr_deriv (by
      rw [dotProduct_comm (a t) (v t), (acc_perp h hm t).2, add_zero])
  exact is_const_of_deriv_eq_zero (fun t => (hd t).differentiableAt)
    (fun t => (hd t).deriv) s t
```

## An orbit on a cone of half-angle 30°

An explicit solution can be written with q = 1/√(1+t²), which satisfies

q²(1+t²) = 1, q′ = −t q³, (q³)′ = −3t q⁵.

```lean
/-- The function `1/√(1+t²)`. -/
def invDist (t : ℝ) : ℝ := (√(1 + t ^ 2))⁻¹
```

The position is

r = ((1−t²)q/2, t q, (√3/2)(1+t²)q).

Since (1−t²)²/4 + t² = (1+t²)²/4, its length is |r| = (1+t²)q = √(1+t²). Component 2 is (√3/2)|r|, which places the curve on a cone of half-angle 30° about that axis.

```lean
/-- The curve with components `(1-t²)q/2`, `t q` and `(√3/2)(1+t²)q`, where `q = 1/√(1+t²)`. -/
def orbit (t : ℝ) : Fin 3 → ℝ :=
  ![(1 - t ^ 2) / 2 * invDist t, t * invDist t, √3 / 2 * ((1 + t ^ 2) * invDist t)]
```

Differentiating and using q²(1+t²) = 1 gives

v = (−(3t+t³)q³/2, q³, (√3/2) t q).

```lean
/-- The velocity along `orbit`. -/
def orbitVel (t : ℝ) : Fin 3 → ℝ :=
  ![-(3 * t + t ^ 3) / 2 * invDist t ^ 3, invDist t ^ 3, √3 / 2 * (t * invDist t)]
```

A second differentiation gives

a = ((3t²−3)q⁵/2, −3t q⁵, (√3/2) q³).

```lean
/-- The acceleration along `orbit`. -/
def orbitAcc (t : ℝ) : Fin 3 → ℝ :=
  ![(3 * t ^ 2 - 3) / 2 * invDist t ^ 5, -3 * t * invDist t ^ 5, √3 / 2 * invDist t ^ 3]
```

The cross product simplifies to

v × r = ((√3/2)(1−t²)q², √3 t q², −1/2).

Multiplied by k/|r|³ = −√3 q³, it equals a, so the equation of motion holds with m = 1 and k = −√3. The proof establishes the length and the derivatives, then compares components; `H` is the relation q²(1+t²) = 1 and `h3` is √3·√3 = 3.

```lean
/-- The curve `orbit` is a monopole motion with `m = 1` and `k = -√3`. -/
theorem isMonopoleMotion_witness :
    IsMonopoleMotion 1 (-√3) orbit orbitVel orbitAcc := by
  have hp (t : ℝ) : 0 < 1 + t ^ 2 := by positivity
  have hq0 (t : ℝ) : 0 < invDist t := inv_pos.2 (Real.sqrt_pos.2 (hp t))
  have H (t : ℝ) : invDist t ^ 2 * (1 + t ^ 2) = 1 := by
    rw [invDist, inv_pow, Real.sq_sqrt (hp t).le, inv_mul_cancel₀ (hp t).ne']
  have h3 : √3 * √3 = (3 : ℝ) := Real.mul_self_sqrt (by norm_num)
  have sq (t : ℝ) : HasDerivAt (fun u : ℝ => u ^ 2) (2 * t) t :=
    (hasDerivAt_pow 2 t).congr_deriv (by norm_num)
  have cu (t : ℝ) : HasDerivAt (fun u : ℝ => u ^ 3) (3 * t ^ 2) t :=
    (hasDerivAt_pow 3 t).congr_deriv (by norm_num)
  have hq (t : ℝ) : HasDerivAt invDist (-t * invDist t ^ 3) t := by
    have hs := (Real.sqrt_pos.2 (hp t)).ne'
    refine ((((sq t).const_add 1).sqrt (hp t).ne').inv hs).congr_deriv ?_
    simp only [invDist]
    field_simp
  have hq3 (t : ℝ) : HasDerivAt (fun u => invDist u ^ 3) (-3 * t * invDist t ^ 5) t :=
    ((hq t).fun_pow 3).congr_deriv (by simp only [Nat.cast_ofNat, Nat.reduceSub]; ring)
  have hl (t : ℝ) : len (orbit t) = (1 + t ^ 2) * invDist t := by
    rw [len, ← Real.sqrt_sq (mul_pos (hp t) (hq0 t)).le]
    congr 1
    simp only [orbit, dotProduct, Fin.sum_univ_three, Matrix.cons_val]
    linear_combination ((1 + t ^ 2) ^ 2 * invDist t ^ 2 / 4) * h3
  refine ⟨fun t h => ?_, fun t => ?_, fun t => ?_, fun t => ?_⟩
  · have h1 := hl t
    rw [h, len, zero_dotProduct, Real.sqrt_zero] at h1
    exact (mul_pos (hp t) (hq0 t)).ne h1
  · have hx : HasDerivAt (fun u => (1 - u ^ 2) / 2 * invDist u)
        (-(3 * t + t ^ 3) / 2 * invDist t ^ 3) t :=
      ((((sq t).const_sub 1).div_const 2).fun_mul (hq t)).congr_deriv (by
        linear_combination (t * invDist t) * H t)
    have hy : HasDerivAt (fun u => u * invDist u) (invDist t ^ 3) t :=
      ((hasDerivAt_id' t).fun_mul (hq t)).congr_deriv (by
        linear_combination (-invDist t) * H t)
    have hz : HasDerivAt (fun u => √3 / 2 * ((1 + u ^ 2) * invDist u))
        (√3 / 2 * (t * invDist t)) t :=
      ((((sq t).const_add 1).fun_mul (hq t)).const_mul (√3 / 2)).congr_deriv (by
        linear_combination (-(√3 / 2) * t * invDist t) * H t)
    exact hasDerivAt_pi.2 fun i => match i with
      | 0 => hx
      | 1 => hy
      | 2 => hz
  · have hx : HasDerivAt (fun u => -(3 * u + u ^ 3) / 2 * invDist u ^ 3)
        ((3 * t ^ 2 - 3) / 2 * invDist t ^ 5) t :=
      ((((((hasDerivAt_id' t).const_mul 3).fun_add (cu t)).fun_neg).div_const 2).fun_mul
        (hq3 t)).congr_deriv (by
          linear_combination (3 / 2 * (1 + t ^ 2) * invDist t ^ 3) * H t)
    have hz : HasDerivAt (fun u => √3 / 2 * (u * invDist u)) (√3 / 2 * invDist t ^ 3) t :=
      (((hasDerivAt_id' t).fun_mul (hq t)).const_mul (√3 / 2)).congr_deriv (by
        linear_combination (-(√3 / 2) * invDist t) * H t)
    exact hasDerivAt_pi.2 fun i => match i with
      | 0 => hx
      | 1 => hq3 t
      | 2 => hz
  · -- on this orbit 1/|r|³ is the cube of invDist
    have hk : -√3 / len (orbit t) ^ 3 = -√3 * invDist t ^ 3 := by
      rw [hl, div_eq_iff (pow_pos (mul_pos (hp t) (hq0 t)) 3).ne']
      linear_combination (√3 * ((invDist t ^ 2 * (1 + t ^ 2)) ^ 2
        + invDist t ^ 2 * (1 + t ^ 2) + 1)) * H t
    rw [hk]
    funext i
    match i with
    | 0 =>
      simp only [orbit, orbitVel, orbitAcc, cross_apply, Pi.smul_apply, smul_eq_mul,
        Matrix.cons_val]
      linear_combination (3 / 2 * invDist t ^ 5) * H t
        + (invDist t ^ 5 / 2 * (invDist t ^ 2 * (1 + t ^ 2) - t ^ 2)) * h3
    | 1 =>
      simp only [orbit, orbitVel, orbitAcc, cross_apply, Pi.smul_apply, smul_eq_mul,
        Matrix.cons_val]
      linear_combination (3 / 4 * invDist t ^ 5 * (3 * t + t ^ 3)) * H t
        + (invDist t ^ 5 / 4 * (t * (1 - t ^ 2)
          + (3 * t + t ^ 3) * (invDist t ^ 2 * (1 + t ^ 2)))) * h3
    | 2 =>
      simp only [orbit, orbitVel, orbitAcc, cross_apply, Pi.smul_apply, smul_eq_mul,
        Matrix.cons_val]
      linear_combination (-(√3 / 2) * invDist t ^ 3
        * (invDist t ^ 2 * (1 + t ^ 2) + 1)) * H t
```

## Distance from the monopole

For m ≠ 0, the perpendicular force and constant speed give

(r·v)′ = v·v + r·a = |v(0)|²,

so r·v = r(0)·v(0) + t |v(0)|². Since (r·r)′ = 2 r·v, a second integration yields

|r(t)|² = |r(0)|² + 2t r(0)·v(0) + t² |v(0)|².

This is the same time dependence as for a free particle. The proof replaces each integration by subtracting the expected time-dependent terms and showing that the remainder has zero derivative; `h1` is the formula for r·v.

```lean
/-- For `m ≠ 0` the squared distance from the monopole is the quadratic function
`|r(0)|² + 2t r(0)·v(0) + t² |v(0)|²` of time. -/
theorem distance_sq {m k : ℝ} {r v a : ℝ → Fin 3 → ℝ}
    (h : IsMonopoleMotion m k r v a) (hm : m ≠ 0) (t : ℝ) :
    len (r t) ^ 2 = len (r 0) ^ 2 + 2 * t * (r 0 ⬝ᵥ v 0) + t ^ 2 * len (v 0) ^ 2 := by
  -- r·v grows linearly in time
  have h1 : ∀ s, r s ⬝ᵥ v s - s * (v 0 ⬝ᵥ v 0) = r 0 ⬝ᵥ v 0 := by
    have hd : ∀ s, HasDerivAt (fun u => r u ⬝ᵥ v u - u * (v 0 ⬝ᵥ v 0)) 0 s := fun s =>
      ((hasDerivAt_dot (h.vel s) (h.acc s)).fun_sub
        ((hasDerivAt_id' s).mul_const _)).congr_deriv (by
          rw [(acc_perp h hm s).1, speed_conserved h hm s 0]; ring)
    intro s
    have e := is_const_of_deriv_eq_zero (fun t => (hd t).differentiableAt)
      (fun t => (hd t).deriv) s 0
    linear_combination e
  have hd : ∀ s, HasDerivAt (fun u => r u ⬝ᵥ r u - u * (2 * (r 0 ⬝ᵥ v 0))
      - u ^ 2 * (v 0 ⬝ᵥ v 0)) 0 s := fun s =>
    (((hasDerivAt_dot (h.vel s) (h.vel s)).fun_sub
      ((hasDerivAt_id' s).mul_const _)).fun_sub
      ((hasDerivAt_pow 2 s).mul_const _)).congr_deriv (by
        rw [dotProduct_comm (v s) (r s)]
        simp only [Nat.cast_ofNat, Nat.reduceSub]
        linear_combination 2 * h1 s)
  have e := is_const_of_deriv_eq_zero (fun t => (hd t).differentiableAt)
    (fun t => (hd t).deriv) t 0
  rw [len_sq, len_sq, len_sq]
  linear_combination e

end MonopoleCone
```

```lean
#print axioms MonopoleCone.monopole_cone
-- 'MonopoleCone.monopole_cone' depends on axioms: [propext, Classical.choice, Quot.sound]
#print axioms MonopoleCone.distance_sq
-- 'MonopoleCone.distance_sq' depends on axioms: [propext, Classical.choice, Quot.sound]
```
